# A group of invertible integer matrices is finite exactly when some lattice basis turns all its elements into isometries

A point operation of a crystal can be written in lattice coordinates, where it is an integer matrix, or in Cartesian coordinates, where it is an orthogonal one. Here the integer matrix $g$ is taken as given, with no lengths or angles attached. The lattice is the unknown: an invertible real matrix $A$ whose columns are the lattice vectors. The question is whether one $A$ makes $AgA^{-1}$ orthogonal for every $g$ in a group $H$.

The same formula $AgA^{-1}$, with a known $A$, converts symmetry operations that an electronic-structure program stores as integer matrices acting on columns of lattice coordinates. If a program stores the transposed matrices, they must be transposed back first. The result concerns the point parts of such operations only, without translations.

## Operations and lattice points in coordinates

```lean
import Mathlib

open Matrix

namespace CrystallographicRealization

noncomputable section

variable {ι : Type*} [Fintype ι] [DecidableEq ι]
```

The finite type `ι` labels the coordinates. Write $n$ for the number of labels; a crystal has $n=3$.

```lean
/-- The Cartesian form `A g A⁻¹` of an operation `g` that is given in the coordinates of the
basis formed by the columns of `A`. -/
def cartesian (A g : (Matrix ι ι ℝ)ˣ) : Matrix ι ι ℝ :=
  (A : Matrix ι ι ℝ) * (g : Matrix ι ι ℝ) * ((A⁻¹ : (Matrix ι ι ℝ)ˣ) : Matrix ι ι ℝ)
```

The superscript in `(Matrix ι ι ℝ)ˣ` selects the invertible matrices. `cartesian A g` is $AgA^{-1}$, the operation $g$ rewritten in Cartesian coordinates.

```lean
/-- An invertible integer matrix, read as an invertible real matrix. -/
def toReal : (Matrix ι ι ℤ)ˣ →* (Matrix ι ι ℝ)ˣ :=
  Units.map ((Int.castRingHom ℝ).mapMatrix : Matrix ι ι ℤ →+* Matrix ι ι ℝ).toMonoidHom
```

An invertible element of the ring of integer matrices has an inverse that is also an integer matrix. `toReal` reads such a matrix as a real one and respects products, as the arrow `→*` records.

```lean
/-- The lattice point with integer coordinates `z` in the basis formed by the columns of `A`. -/
def point (A : (Matrix ι ι ℝ)ˣ) (z : ι → ℤ) : ι → ℝ :=
  (A : Matrix ι ι ℝ) *ᵥ fun i => (z i : ℝ)
```

For integer coordinates $z$, `point A z` is the vector $Az$. The symbol `*ᵥ` is matrix times column vector.

```lean
/-- The lattice of all integer combinations of the columns of `A`. -/
def lattice (A : (Matrix ι ι ℝ)ˣ) : Set (ι → ℝ) := Set.range (point A)
```

`lattice A` is the set $\{Az : z\in\mathbb Z^n\}$. Since $A$ is invertible, the lattice has full rank.

## Every metric comes from a basis

```lean
/-- Every symmetric positive definite metric `G` is the table of scalar products `Aᵀ A` of
some basis, formed by the columns of an invertible `A`. -/
theorem exists_basis_of_metric (G : Matrix ι ι ℝ) (hs : G.IsSymm)
    (hp : ∀ x : ι → ℝ, x ≠ 0 → 0 < x ⬝ᵥ G *ᵥ x) :
    ∃ A : (Matrix ι ι ℝ)ˣ, (A : Matrix ι ι ℝ)ᵀ * (A : Matrix ι ι ℝ) = G := by
  have hG : G.IsHermitian := by
    rw [Matrix.IsHermitian, Matrix.conjTranspose_eq_transpose_of_trivial]
    exact hs
  -- the rows of `P` are orthonormal eigenvectors of `G`
  obtain ⟨P, l, hP, hev⟩ : ∃ (P : Matrix ι ι ℝ) (l : ι → ℝ),
      P * Pᵀ = 1 ∧ ∀ i, G *ᵥ P i = l i • P i := by
    refine ⟨Matrix.of fun i j => (hG.eigenvectorBasis i).ofLp j, hG.eigenvalues, ?_,
      fun i => hG.mulVec_eigenvectorBasis i⟩
    ext i j
    have h := orthonormal_iff_ite.mp hG.eigenvectorBasis.orthonormal i j
    rw [PiLp.inner_apply] at h
    rw [Matrix.mul_apply, Matrix.one_apply, ← h]
    exact Finset.sum_congr rfl fun k _ => by simp [mul_comm]
  have hP' : Pᵀ * P = 1 := mul_eq_one_comm.mp hP
  have hpos : ∀ i, 0 ≤ l i := by
    intro i
    have hn : P i ⬝ᵥ P i = 1 := by
      have h := congrFun (congrFun hP i) i
      rw [Matrix.mul_apply, Matrix.one_apply_eq] at h
      exact h
    have h0 : P i ≠ 0 := by
      intro h
      rw [h] at hn
      simp at hn
    have h := hp _ h0
    rw [hev, dotProduct_smul, hn] at h
    simpa using h.le
  have hGP : G * Pᵀ = Pᵀ * diagonal l := by
    ext j i
    rw [Matrix.mul_diagonal]
    exact (congrFun (hev i) j).trans (mul_comm (l i) (P i j))
  -- scale the eigenvectors by the square roots of the eigenvalues
  have hd : diagonal (fun i => √(l i)) * diagonal (fun i => √(l i)) = diagonal l := by
    rw [Matrix.diagonal_mul_diagonal]
    congr 1
    ext i
    exact Real.mul_self_sqrt (hpos i)
  have hS : (diagonal (fun i => √(l i)) * P)ᵀ * (diagonal (fun i => √(l i)) * P) = G := by
    calc _ = Pᵀ * (diagonal (fun i => √(l i)) * diagonal (fun i => √(l i))) * P := by
          rw [Matrix.transpose_mul, Matrix.diagonal_transpose]
          simp only [Matrix.mul_assoc]
      _ = G := by rw [hd, ← hGP, Matrix.mul_assoc, hP', Matrix.mul_one]
  have hu : IsUnit (diagonal (fun i => √(l i)) * P).det := by
    rw [isUnit_iff_ne_zero]
    intro h0
    obtain ⟨v, hv, hv0⟩ := Matrix.exists_mulVec_eq_zero_iff.mpr h0
    have h := hp v hv
    rw [← hS, ← Matrix.mulVec_mulVec, hv0] at h
    simp at h
  exact ⟨((Matrix.isUnit_iff_isUnit_det _).mpr hu).unit, hS⟩
```

The hypotheses say that $G$ is symmetric and that $x\cdot Gx>0$ for $x\neq0$. The conclusion is $G=A^{\mathsf T}A$ for some invertible $A$, so $G$ is the table of scalar products of the columns of $A$.

By hand, take orthonormal eigenvectors $p_i$ with $Gp_i=\lambda_ip_i$, and make them the rows of $P$ (textbooks usually use columns). The code writes `l i` for $\lambda_i$. With $\Lambda=\mathrm{diag}(\lambda_i)$,

$$PP^{\mathsf T}=P^{\mathsf T}P=1,\qquad GP^{\mathsf T}=P^{\mathsf T}\Lambda,\qquad \lambda_i=p_i\cdot Gp_i>0 .$$

Set $A=\Lambda^{1/2}P$. Then

$$A^{\mathsf T}A=P^{\mathsf T}\Lambda P=GP^{\mathsf T}P=G .$$

If $Av=0$ for some $v\ne0$, then $v\cdot Gv=|Av|^2=0$, a contradiction; so $A$ is invertible.

In Lean, `hpos` supplies the sign of the eigenvalues, `hGP` the eigenvalue equation in matrix form, `hS` the factorisation and `hu` the invertibility.

## An invariant metric makes the group orthogonal

```lean
/-- For a finite group of invertible real matrices there is one change of basis `A` that turns
every element `g` into an orthogonal matrix `A g A⁻¹`. -/
theorem exists_orthogonal_form (H : Subgroup (Matrix ι ι ℝ)ˣ) [Finite H] :
    ∃ A : (Matrix ι ι ℝ)ˣ, ∀ g ∈ H, cartesian A g ∈ Matrix.orthogonalGroup ι ℝ := by
  have := Fintype.ofFinite H
  -- sum the transformed Euclidean metrics over the group and choose a basis with that metric
  obtain ⟨A, hA⟩ := exists_basis_of_metric
    (∑ h : H, (h.1 : Matrix ι ι ℝ)ᵀ * (h.1 : Matrix ι ι ℝ))
    (by
      rw [Matrix.IsSymm, Matrix.transpose_sum]
      simp only [Matrix.transpose_mul, Matrix.transpose_transpose])
    (by
      intro x hx
      rw [Matrix.sum_mulVec, dotProduct_sum]
      refine Finset.sum_pos (fun h _ => ?_) Finset.univ_nonempty
      rw [← Matrix.mulVec_mulVec, Matrix.dotProduct_mulVec, Matrix.vecMul_transpose]
      refine lt_of_le_of_ne (Finset.sum_nonneg fun i _ => mul_self_nonneg _) fun e => hx ?_
      have h0 := dotProduct_self_eq_zero.mp e.symm
      rw [← Matrix.one_mulVec x, ← Units.inv_mul h.1, ← Matrix.mulVec_mulVec, h0,
        Matrix.mulVec_zero])
  refine ⟨A, fun g hg => ?_⟩
  have hinv : (g : Matrix ι ι ℝ)ᵀ * (∑ h : H, (h.1 : Matrix ι ι ℝ)ᵀ * (h.1 : Matrix ι ι ℝ))
      * (g : Matrix ι ι ℝ) = ∑ h : H, (h.1 : Matrix ι ι ℝ)ᵀ * (h.1 : Matrix ι ι ℝ) := by
    rw [Finset.mul_sum, Finset.sum_mul]
    exact Fintype.sum_equiv (Equiv.mulRight (⟨g, hg⟩ : H)) _ _ fun h => by
      simp [Matrix.transpose_mul, Matrix.mul_assoc]
  refine Matrix.mem_unitaryGroup_iff'.mpr ?_
  rw [Matrix.star_eq_conjTranspose, Matrix.conjTranspose_eq_transpose_of_trivial]
  unfold cartesian
  generalize hB : ((A⁻¹ : (Matrix ι ι ℝ)ˣ) : Matrix ι ι ℝ) = B
  have hAB : (A : Matrix ι ι ℝ) * B = 1 := by rw [← hB, Units.mul_inv]
  calc _ = Bᵀ * ((g : Matrix ι ι ℝ)ᵀ * ((A : Matrix ι ι ℝ)ᵀ * (A : Matrix ι ι ℝ))
        * (g : Matrix ι ι ℝ)) * B := by simp only [Matrix.transpose_mul, Matrix.mul_assoc]
    _ = Bᵀ * ((A : Matrix ι ι ℝ)ᵀ * (A : Matrix ι ι ℝ)) * B := by rw [hA, hinv]
    _ = ((A : Matrix ι ι ℝ) * B)ᵀ * ((A : Matrix ι ι ℝ) * B) := by
        simp only [Matrix.transpose_mul, Matrix.mul_assoc]
    _ = 1 := by rw [hAB, Matrix.transpose_one, Matrix.mul_one]
```

`H` is a group of invertible real matrices, and `[Finite H]` assumes that it is finite. The order of the quantifiers matters: one $A$ serves all $g$ in $H$. Membership in `Matrix.orthogonalGroup ι ℝ` means $Q^{\mathsf T}Q=1$, so reflections and inversion are included.

Add up the Euclidean metric as seen after each operation:

$$G=\sum_{h\in H}h^{\mathsf T}h,\qquad x\cdot Gx=\sum_{h\in H}|hx|^2 .$$

If $x\ne0$, every $hx$ is nonzero because $x=h^{-1}(hx)$, so $G$ is positive definite. It is also symmetric. For $g\in H$, the map $h\mapsto hg$ permutes the group, hence

$$g^{\mathsf T}Gg=\sum_{h\in H}(hg)^{\mathsf T}(hg)=G .$$

Now choose $A$ with $A^{\mathsf T}A=G$ and put $B=A^{-1}$. Then

$$(AgB)^{\mathsf T}(AgB)=B^{\mathsf T}g^{\mathsf T}Gg\,B=B^{\mathsf T}GB=(AB)^{\mathsf T}(AB)=1 .$$

Dividing by the order of the group would give the average metric $G/|H|$, with basis $A/\sqrt{|H|}$ and the same $AgA^{-1}$.

The first argument given to `exists_basis_of_metric` is the sum $G$; the other two prove its symmetry and positivity. `hinv` is the invariance of $G$, with `Equiv.mulRight` as the permutation, and the final `calc` is the last display.

## Integer operations preserve the lattice

```lean
/-- The Cartesian form of an invertible integer matrix `g` moves the lattice point with
coordinates `z` to the lattice point with coordinates `g z`. -/
theorem cartesian_point (A : (Matrix ι ι ℝ)ˣ) (g : (Matrix ι ι ℤ)ˣ) (z : ι → ℤ) :
    cartesian A (toReal g) *ᵥ point A z = point A ((g : Matrix ι ι ℤ) *ᵥ z) := by
  have hc : (fun i => ((((g : Matrix ι ι ℤ) *ᵥ z) i : ℤ) : ℝ)) =
      (toReal g : Matrix ι ι ℝ) *ᵥ fun i => (z i : ℝ) := by
    ext i
    simp [toReal, Matrix.mulVec, dotProduct]
  unfold point cartesian
  rw [hc, Matrix.mulVec_mulVec, Matrix.mulVec_mulVec, Matrix.mul_assoc, Units.inv_mul,
    Matrix.mul_one]
```

For integer $g$, the Cartesian operation sends the point with coordinates $z$ to the point with coordinates $gz$:

$$(AgA^{-1})(Az)=A(gz).$$

The auxiliary statement `hc` says that computing $gz$ in integers and then reading it as real gives the same vector as computing it in real numbers.

```lean
/-- The Cartesian form of an invertible integer matrix maps the lattice onto itself. -/
theorem cartesian_image_lattice (A : (Matrix ι ι ℝ)ˣ) (g : (Matrix ι ι ℤ)ˣ) :
    (fun x => cartesian A (toReal g) *ᵥ x) '' lattice A = lattice A := by
  ext x
  constructor
  · rintro ⟨_, ⟨z, rfl⟩, rfl⟩
    exact ⟨_, (cartesian_point A g z).symm⟩
  · rintro ⟨z, rfl⟩
    refine ⟨_, ⟨((g⁻¹ : (Matrix ι ι ℤ)ˣ) : Matrix ι ι ℤ) *ᵥ z, rfl⟩, ?_⟩
    dsimp only
    rw [cartesian_point, Matrix.mulVec_mulVec, Units.mul_inv, Matrix.one_mulVec]
```

The symbol `''` denotes the image of a set under a map. Each image $A(gz)$ is a lattice point because $gz$ is integral. Conversely, each lattice point $Az$ is the image of $A(g^{-1}z)$, which lies in the lattice because $g^{-1}$ is integral. The two bullets of the proof are these two inclusions. They hold for every $A$; orthogonality plays no part.

## Orthogonality leaves finitely many integer matrices

```lean
/-- A group of invertible integer matrices is finite if all its elements are orthogonal in the
Cartesian coordinates of one common lattice basis. -/
theorem finite_of_orthogonal_form (H : Subgroup (Matrix ι ι ℤ)ˣ) (A : (Matrix ι ι ℝ)ˣ)
    (hA : ∀ g ∈ H, cartesian A (toReal g) ∈ Matrix.orthogonalGroup ι ℝ) : Finite H := by
  obtain ⟨B, hB⟩ : ∃ B : ι → ι → ℝ, ∀ g ∈ H, ∀ i j,
      |(((g : Matrix ι ι ℤ) i j : ℤ) : ℝ)| ≤ B i j := by
    refine ⟨fun i j => ∑ l, (∑ k, |((A⁻¹ : (Matrix ι ι ℝ)ˣ) : Matrix ι ι ℝ) i k|) *
      |(A : Matrix ι ι ℝ) l j|, fun g hg i j => ?_⟩
    -- undo the change of basis; entries of an orthogonal matrix are at most one in absolute value
    have e : (toReal g : Matrix ι ι ℝ) = ((A⁻¹ : (Matrix ι ι ℝ)ˣ) : Matrix ι ι ℝ) *
        cartesian A (toReal g) * (A : Matrix ι ι ℝ) := by
      simp only [cartesian, mul_assoc, Units.inv_mul, mul_one, Units.inv_mul_cancel_left]
    have h := congrFun (congrFun e i) j
    simp only [Matrix.mul_apply] at h
    change (((g : Matrix ι ι ℤ) i j : ℤ) : ℝ) = _ at h
    rw [h]
    refine (Finset.abs_sum_le_sum_abs _ _).trans (Finset.sum_le_sum fun l _ => ?_)
    rw [abs_mul]
    refine mul_le_mul_of_nonneg_right ((Finset.abs_sum_le_sum_abs _ _).trans
      (Finset.sum_le_sum fun k _ => ?_)) (abs_nonneg _)
    rw [abs_mul]
    exact mul_le_of_le_one_right (abs_nonneg _) (entry_norm_bound_of_unitary (hA g hg) k l)
  -- only finitely many integer matrices have entries within these bounds
  have hfin : {M : ι → ι → ℤ | ∀ i, M i ∈
      {r : ι → ℤ | ∀ j, r j ∈ Set.Icc (-⌊B i j⌋) ⌊B i j⌋}}.Finite :=
    Set.Finite.pi' fun i => Set.Finite.pi' fun j => Set.finite_Icc _ _
  have := hfin.to_subtype
  refine Finite.of_injective (fun h : H => (⟨fun i j => (h.1 : Matrix ι ι ℤ) i j,
    fun i j => abs_le.mp (Int.le_floor.mpr (by
      push_cast
      exact hB h.1 h.2 i j))⟩ : {M : ι → ι → ℤ | ∀ i, M i ∈
      {r : ι → ℤ | ∀ j, r j ∈ Set.Icc (-⌊B i j⌋) ⌊B i j⌋}})) ?_
  intro a b hab
  exact Subtype.ext (Units.ext (congrArg Subtype.val hab))
```

Here finiteness is the conclusion. Let $Q=AgA^{-1}$ be orthogonal. Its columns have unit length, so $|Q_{kl}|\le1$. From $g=A^{-1}QA$,

$$g_{ij}=\sum_l\Big(\sum_k(A^{-1})_{ik}Q_{kl}\Big)A_{lj},$$

$$|g_{ij}|\le B_{ij}:=\sum_l\Big(\sum_k|(A^{-1})_{ik}|\Big)|A_{lj}| .$$

In this proof $B$ is a table of bounds, no longer the inverse of $A$. It depends on $A$ but not on $g$. Each $g_{ij}$ is therefore an integer between $-\lfloor B_{ij}\rfloor$ and $\lfloor B_{ij}\rfloor$, which leaves finitely many matrices.

`hB` is the bound and `hfin` the finiteness of the set of integer matrices within it. `Finite.of_injective` then transfers finiteness to `H`, since different group elements are different matrices.

## Finiteness and lattice isometries are equivalent

```lean
/-- A group of invertible integer matrices is finite if and only if there is a lattice basis `A`
such that, for every element `g`, the matrix `A g A⁻¹` is orthogonal and carries the lattice onto
itself. -/
theorem finite_iff_lattice_isometries (H : Subgroup (Matrix ι ι ℤ)ˣ) :
    Finite H ↔ ∃ A : (Matrix ι ι ℝ)ˣ, ∀ g ∈ H,
      cartesian A (toReal g) ∈ Matrix.orthogonalGroup ι ℝ ∧
      (fun x => cartesian A (toReal g) *ᵥ x) '' lattice A = lattice A := by
  constructor
  · intro hH
    have : Finite (H.map toReal) :=
      Set.Finite.to_subtype (Set.Finite.image toReal (Set.toFinite (H : Set (Matrix ι ι ℤ)ˣ)))
    obtain ⟨A, hA⟩ := exists_orthogonal_form (H.map toReal)
    exact ⟨A, fun g hg => ⟨hA _ (Subgroup.mem_map_of_mem toReal hg),
      cartesian_image_lattice A g⟩⟩
  · rintro ⟨A, hA⟩
    exact finite_of_orthogonal_form H A fun g hg => (hA g hg).1
```

In words: a group $H$ of invertible integer matrices is finite if and only if there is a lattice basis $A$ such that, for every $g\in H$, the map $AgA^{-1}$ is orthogonal and carries the lattice onto itself.

From left to right, the real copy `H.map toReal` of a finite group is finite, so `exists_orthogonal_form` supplies $A$, and `cartesian_image_lattice` adds the lattice condition. From right to left, orthogonality alone gives finiteness by the preceding theorem.

The theorem provides some suitable lattice. That $A$ describes the measured cell of a particular material is a separate physical input.

If finiteness is dropped from `exists_orthogonal_form`, a shear shows what fails:

$$s=\begin{pmatrix}1&1\\0&1\end{pmatrix},\qquad s^m=\begin{pmatrix}1&m\\0&1\end{pmatrix}.$$

If $AsA^{-1}=Q$ were orthogonal, the entries of $s^m=A^{-1}Q^mA$ would stay below a bound independent of $m$, but one of them is $m$. What the shear group lacks is bounded entries. Being infinite is not in itself an obstacle for real matrices: the group of all plane rotations is infinite and orthogonal already with $A=1$.

## A threefold rotation in the hexagonal basis

```lean
/-- The integer matrix with rows `(0, -1)` and `(1, -1)`, together with its inverse. -/
def threefold : (Matrix (Fin 2) (Fin 2) ℤ)ˣ where
  val := !![0, -1; 1, -1]
  inv := !![-1, 1; -1, 0]
  val_inv := by decide
  inv_val := by decide
```

With lattice vectors $a_1,a_2$, the columns of this matrix say $a_1\mapsto a_2$ and $a_2\mapsto-a_1-a_2$. The matrix is not orthogonal, since its second column has length $\sqrt2$. The stated inverse is checked by `decide`, which evaluates the integer products.

```lean
/-- The hexagonal basis: two unit vectors at an angle of 120 degrees, as columns. -/
def hexagonal : (Matrix (Fin 2) (Fin 2) ℝ)ˣ where
  val := !![1, -1 / 2; 0, √3 / 2]
  inv := !![1, √3 / 3; 0, 2 * √3 / 3]
  val_inv := by
    have h : √3 * √3 = (3 : ℝ) := Real.mul_self_sqrt (by norm_num)
    ext i j
    fin_cases i <;> fin_cases j <;> simp [Matrix.mul_apply, Fin.sum_univ_succ] <;> nlinarith [h]
  inv_val := by
    have h : √3 * √3 = (3 : ℝ) := Real.mul_self_sqrt (by norm_num)
    ext i j
    fin_cases i <;> fin_cases j <;> simp [Matrix.mul_apply, Fin.sum_univ_succ] <;> nlinarith [h]
```

The columns are $a_1=(1,0)$ and $a_2=(-\tfrac12,\tfrac{\sqrt3}2)$, in units of the lattice constant. The inverse is given explicitly and checked entry by entry using $\sqrt3\cdot\sqrt3=3$.

```lean
/-- In the hexagonal basis the integer matrix `threefold` is the rotation by 120 degrees. -/
theorem threefold_hexagonal :
    cartesian hexagonal (toReal threefold) = !![-1 / 2, -√3 / 2; √3 / 2, -1 / 2] := by
  have h : √3 * √3 = (3 : ℝ) := Real.mul_self_sqrt (by norm_num)
  change !![1, -1 / 2; 0, √3 / 2] *
    (!![0, -1; 1, -1] : Matrix (Fin 2) (Fin 2) ℤ).map (fun z : ℤ => (z : ℝ)) *
    !![1, √3 / 3; 0, 2 * √3 / 3] = _
  have hm : (!![0, -1; 1, -1] : Matrix (Fin 2) (Fin 2) ℤ).map (fun z : ℤ => (z : ℝ)) =
      !![0, -1; 1, -1] := by
    ext i j
    fin_cases i <;> fin_cases j <;> simp
  rw [hm, Matrix.mul_fin_two, Matrix.mul_fin_two]
  ext i j
  fin_cases i <;> fin_cases j <;> simp <;> nlinarith [h]

end

end CrystallographicRealization
```

Multiplying out $AgA^{-1}$ in two steps gives

$$Ag=\begin{pmatrix}-\tfrac12&-\tfrac12\\ \tfrac{\sqrt3}2&-\tfrac{\sqrt3}2\end{pmatrix},\qquad
AgA^{-1}=\begin{pmatrix}-\tfrac12&-\tfrac{\sqrt3}2\\ \tfrac{\sqrt3}2&-\tfrac12\end{pmatrix},$$

the counterclockwise rotation by $120^\circ$. The proof writes out the same product, turns the integer entries into real ones with `hm`, and compares the four entries.

```lean
#print axioms CrystallographicRealization.finite_iff_lattice_isometries
-- 'CrystallographicRealization.finite_iff_lattice_isometries' depends on axioms: [propext, Classical.choice, Quot.sound]
#print axioms CrystallographicRealization.threefold_hexagonal
-- 'CrystallographicRealization.threefold_hexagonal' depends on axioms: [propext, Classical.choice, Quot.sound]
```
